# Omitting the doubly excited state breaks size-intensivity in a non-interacting dimer of internally coupled two-level monomers

Let a monomer have a reference state at energy 0 and an excited state at energy D, coupled by a real b ≠ 0. Its only excitation energy is

w = √(D² + 4b²).

Two such monomers that do not interact still have w as an excitation energy. If the doubly excited state is left out of the dimer basis, the excitation energies are instead exactly (D + s)/2 and s, where

s = √(D² + 8b²) and (D + s)/2 < w < s.

The truncated calculation therefore misses w. D may have either sign. Size-intensivity, the property that fails here, is a criterion for judging excited-state methods in electronic structure; this finite two-level model tests it for one truncated configuration interaction (CI) only. Here "doubly excited" means that both monomers are excited. The model does not represent CI singles on a Hartree–Fock reference: there, by Brillouin's theorem, the reference does not couple to singly excited determinants, whereas here b ≠ 0.

In Lean 4 with Mathlib:

```lean
import Mathlib

open Matrix
open scoped Kronecker

namespace SizeIntensivity

variable {n m : Type*} [Fintype n] [Fintype m]
```

## Levels and excitation energies

A number E is a level of a real matrix H if H v = E v for some non-zero v. The vector need not be normalised.

```lean
/-- `E` is an energy level of `H`: some non-zero state `v` satisfies `H v = E v`. -/
def IsEigenvalue (H : Matrix n n ℝ) (E : ℝ) : Prop :=
  ∃ v : n → ℝ, v ≠ 0 ∧ H *ᵥ v = E • v
```

The ground energy is a level that no other level undercuts.

```lean
/-- `E` is the lowest energy level of `H`. -/
def IsGroundEnergy (H : Matrix n n ℝ) (E : ℝ) : Prop :=
  IsEigenvalue H E ∧ ∀ E', IsEigenvalue H E' → E ≤ E'
```

An excitation energy is a positive difference between a level and the ground energy. Degeneracies are not counted, and transition strengths play no part.

```lean
/-- `w` is an excitation energy of `H`: a positive distance from the lowest level to another. -/
def IsExcitationEnergy (H : Matrix n n ℝ) (w : ℝ) : Prop :=
  0 < w ∧ ∃ E₀, IsGroundEnergy H E₀ ∧ IsEigenvalue H (E₀ + w)
```

## The dimer and its truncation

For fragments with Hamiltonians A and B and no interaction, the total Hamiltonian is

K = A ⊗ 1 + 1 ⊗ B.

Its basis states are pairs (i, j), with i for the first fragment and j for the second. There is no exchange of electrons between the fragments.

```lean
/-- The Hamiltonian `A ⊗ 1 + 1 ⊗ B` of two fragments that do not interact. -/
def kronSum [DecidableEq n] [DecidableEq m] (A : Matrix n n ℝ) (B : Matrix m m ℝ) :
    Matrix (n × m) (n × m) ℝ :=
  A ⊗ₖ (1 : Matrix m m ℝ) + (1 : Matrix n n ℝ) ⊗ₖ B
```

The monomer matrix has rows (0, b) and (b, D). The coupling b acts inside a monomer, so its ground state is a mixture of the reference and the excited state.

```lean
/-- The monomer: a reference state at energy 0 coupled by `b` to an excited state at `D`. -/
def monomer (b D : ℝ) : Matrix (Fin 2) (Fin 2) ℝ := !![0, b; b, D]
```

The full dimer has the states (0,0), (1,0), (0,1) and (1,1). Truncated CI keeps the first three, and its matrix is defined as the corresponding submatrix of K.

```lean
/-- Truncated CI for the dimer: the dimer Hamiltonian restricted to the reference state and the
two states with one excited monomer. -/
def truncatedDimer (b D : ℝ) : Matrix (Fin 3) (Fin 3) ℝ :=
  (kronSum (monomer b D) (monomer b D)).submatrix
    ![(0, 0), (1, 0), (0, 1)] ![(0, 0), (1, 0), (0, 1)]
```

## Levels of independent fragments add

On an amplitude v(i, j), the operator K acts with A on the first index and with B on the second:

(K v)(i, j) = Σ_k A(i, k) v(k, j) + Σ_l B(j, l) v(i, l).

The identity matrices remove one sum from each term.

```lean
/-- The dimer Hamiltonian acts on a two-fragment amplitude `v` through `A` on the first index
plus `B` on the second. -/
theorem kronSum_mulVec [DecidableEq n] [DecidableEq m] (A : Matrix n n ℝ) (B : Matrix m m ℝ)
    (v : n × m → ℝ) (i : n) (j : m) :
    (kronSum A B *ᵥ v) (i, j) = ∑ k, A i k * v (k, j) + ∑ l, B j l * v (i, l) := by
  rw [kronSum, Matrix.add_mulVec, Pi.add_apply]
  congr 1
  · simp [Matrix.mulVec, dotProduct, Fintype.sum_prod_type, Matrix.one_apply]
  · simp only [Matrix.mulVec, dotProduct, Fintype.sum_prod_type]
    rw [Finset.sum_comm]
    simp [Matrix.one_apply]
```

Suppose A is symmetric and K v = E v with v ≠ 0. The eigenvectors of A form an orthonormal basis, so they cannot all have zero overlap with every column v(·, j). Hence there is a u with A u = a u for which

c(j) = Σ_i u(i) v(i, j)

is not the zero vector; in particular u ≠ 0. Multiply the eigenvalue equation by u(i) and sum over i. Symmetry of A lets it act on u, which gives

a c(j) + Σ_l B(j, l) c(l) = E c(j),

so B c = (E − a) c, and E is the sum of the levels a and E − a.

Conversely, let A u = a u and B x = b x with u and x non-zero, where b denotes a level of B for the moment. Then v(i, j) = u(i) x(j) is non-zero, and K v = (a + b) v.

In the code, `h1` moves A onto u, `h2` exchanges the sums in the B term, and `h3` is the projected eigenvalue equation. `linear_combination` puts them together. B may be any real square matrix.

```lean
/-- For a real symmetric `A`, the levels of two non-interacting fragments are exactly the sums of
a level of `A` and a level of `B`. -/
theorem isEigenvalue_kronSum [DecidableEq n] [DecidableEq m] {A : Matrix n n ℝ}
    {B : Matrix m m ℝ} (hA : A.IsHermitian) (E : ℝ) :
    IsEigenvalue (kronSum A B) E ↔
      ∃ a b, IsEigenvalue A a ∧ IsEigenvalue B b ∧ E = a + b := by
  constructor
  · rintro ⟨v, hv, h⟩
    have hE : ∀ i j, ∑ k, A i k * v (k, j) + ∑ l, B j l * v (i, l) = E * v (i, j) := by
      intro i j
      rw [← kronSum_mulVec, h]
      rfl
    -- some eigenvector of `A` overlaps with `v`, since the eigenvectors form a basis
    obtain ⟨a, u, hu, hc⟩ : ∃ (a : ℝ) (u : n → ℝ), A *ᵥ u = a • u ∧
        (fun j => ∑ i, u i * v (i, j)) ≠ 0 := by
      by_contra! hcon
      apply hv
      funext ⟨i, j⟩
      have hx : (WithLp.toLp 2 (fun i => v (i, j)) : EuclideanSpace ℝ n) = 0 := by
        rw [← hA.eigenvectorBasis.sum_repr' (WithLp.toLp 2 (fun i => v (i, j)))]
        refine Finset.sum_eq_zero fun p _ => ?_
        have h0 := congrFun (hcon _ _ (hA.mulVec_eigenvectorBasis p)) j
        have h1 : inner ℝ (hA.eigenvectorBasis p)
            (WithLp.toLp 2 (fun i => v (i, j)) : EuclideanSpace ℝ n) = 0 := by
          simpa [PiLp.inner_apply, mul_comm] using h0
        rw [h1, zero_smul]
      have := congrArg (fun x : EuclideanSpace ℝ n => x.ofLp i) hx
      simpa using this
    refine ⟨a, E - a, ⟨u, ?_, hu⟩, ⟨_, hc, ?_⟩, by ring⟩
    · intro h0
      apply hc
      funext j
      simp [h0]
    -- the overlap is an eigenvector of `B`
    funext j
    have h1 : ∑ i, u i * ∑ k, A i k * v (k, j) = a * ∑ k, u k * v (k, j) := by
      simp_rw [Finset.mul_sum]
      rw [Finset.sum_comm]
      refine Finset.sum_congr rfl fun k _ => ?_
      have hk : ∑ i, A k i * u i = a * u k := congrFun hu k
      rw [← mul_assoc, ← hk, Finset.sum_mul]
      refine Finset.sum_congr rfl fun i _ => ?_
      have hsym : A k i = A i k := by simpa using hA.apply i k
      rw [hsym]
      ring
    have h2 : ∑ i, u i * ∑ l, B j l * v (i, l) = ∑ l, B j l * ∑ i, u i * v (i, l) := by
      simp_rw [Finset.mul_sum]
      rw [Finset.sum_comm]
      exact Finset.sum_congr rfl fun l _ => Finset.sum_congr rfl fun i _ => by ring
    have h3 : ∑ i, u i * ∑ k, A i k * v (k, j) + ∑ i, u i * ∑ l, B j l * v (i, l)
        = E * ∑ i, u i * v (i, j) := by
      rw [← Finset.sum_add_distrib, Finset.mul_sum]
      refine Finset.sum_congr rfl fun i _ => ?_
      rw [← mul_add, hE]
      ring
    change ∑ l, B j l * ∑ i, u i * v (i, l) = (E - a) * ∑ i, u i * v (i, j)
    linear_combination h3 - h1 - h2
  · -- a product of fragment eigenvectors is a dimer eigenvector
    rintro ⟨a, b, ⟨u, hu, hau⟩, ⟨x, hx, hbx⟩, rfl⟩
    obtain ⟨i₀, hi⟩ := Function.ne_iff.mp hu
    obtain ⟨j₀, hj⟩ := Function.ne_iff.mp hx
    refine ⟨fun p => u p.1 * x p.2, fun h => mul_ne_zero hi hj (congrFun h (i₀, j₀)), ?_⟩
    funext ⟨i, j⟩
    rw [kronSum_mulVec]
    have h1 : ∑ k, A i k * u k = a * u i := congrFun hau i
    have h2 : ∑ l, B j l * x l = b * x j := congrFun hbx j
    have e1 : ∑ k, A i k * (u k * x j) = (∑ k, A i k * u k) * x j := by
      rw [Finset.sum_mul]
      exact Finset.sum_congr rfl fun k _ => by ring
    have e2 : ∑ l, B j l * (u i * x l) = u i * ∑ l, B j l * x l := by
      rw [Finset.mul_sum]
      exact Finset.sum_congr rfl fun l _ => by ring
    change ∑ k, A i k * (u k * x j) + ∑ l, B j l * (u i * x l) = (a + b) * (u i * x j)
    linear_combination e1 + e2 + x j * h1 + u i * h2
```

Let E₀ and EB be the ground energies of A and B. Every level of K is a sum a + b ≥ E₀ + EB, and E₀ + EB is itself a level, so it is the ground energy. If E₀ + w is a level of A, then E₀ + w + EB is a level of K, and the difference is again w. This is size-intensivity of the untruncated treatment. The hypothesis `hB` says that the spectator fragment has a ground energy, which a non-symmetric real matrix may lack.

```lean
/-- Size-intensivity of the exact treatment: an excitation energy of a real symmetric `A` remains
one when a non-interacting fragment `B` with a lowest level is added. -/
theorem excitation_kronSum [DecidableEq n] [DecidableEq m] {A : Matrix n n ℝ}
    {B : Matrix m m ℝ} {EB w : ℝ} (hA : A.IsHermitian) (hB : IsGroundEnergy B EB)
    (hw : IsExcitationEnergy A w) : IsExcitationEnergy (kronSum A B) w := by
  obtain ⟨hpos, E₀, h0, h1⟩ := hw
  refine ⟨hpos, E₀ + EB, ⟨(isEigenvalue_kronSum hA _).2 ⟨E₀, EB, h0.1, hB.1, rfl⟩, ?_⟩,
    (isEigenvalue_kronSum hA _).2 ⟨E₀ + w, EB, h1, hB.1, by ring⟩⟩
  intro E hE
  obtain ⟨a, b, ha, hb, rfl⟩ := (isEigenvalue_kronSum hA _).1 hE
  exact add_le_add (h0.2 a ha) (hB.2 b hb)
```

## The monomer spectrum

The equation (H − E) v = 0 has a non-zero solution exactly when det(H − E) = 0.

```lean
/-- The energy levels are the roots of the secular determinant. -/
theorem isEigenvalue_iff_det [DecidableEq n] (H : Matrix n n ℝ) (E : ℝ) :
    IsEigenvalue H E ↔ (H - E • (1 : Matrix n n ℝ)).det = 0 := by
  rw [← Matrix.exists_mulVec_eq_zero_iff]
  simp only [IsEigenvalue, Matrix.sub_mulVec, Matrix.smul_mulVec, Matrix.one_mulVec,
    sub_eq_zero]
```

For the monomer,

det(H − E) = −E(D − E) − b² = E² − DE − b² = (E − (D − w)/2)(E − (D + w)/2),

where the last step uses w² = D² + 4b². The two levels differ by w > 0, and this is the only excitation energy. The proof replaces the square root by a variable that is positive and has the right square, then goes through the possible pairs of levels.

```lean
/-- For `b ≠ 0` the monomer has exactly one excitation energy, `√(D² + 4b²)`. -/
theorem monomer_excitation {b : ℝ} (hb : b ≠ 0) (D x : ℝ) :
    IsExcitationEnergy (monomer b D) x ↔ x = √(D ^ 2 + 4 * b ^ 2) := by
  have hpos : 0 < √(D ^ 2 + 4 * b ^ 2) := Real.sqrt_pos.2 (by positivity)
  have hsq : √(D ^ 2 + 4 * b ^ 2) ^ 2 = D ^ 2 + 4 * b ^ 2 := Real.sq_sqrt (by positivity)
  generalize √(D ^ 2 + 4 * b ^ 2) = w at hpos hsq ⊢
  have eig : ∀ E, IsEigenvalue (monomer b D) E ↔ E = (D - w) / 2 ∨ E = (D + w) / 2 := by
    intro E
    have hdet : (monomer b D - E • (1 : Matrix (Fin 2) (Fin 2) ℝ)).det
        = (E - (D - w) / 2) * (E - (D + w) / 2) := by
      rw [Matrix.det_fin_two]
      simp [monomer]
      linear_combination hsq / 4
    rw [isEigenvalue_iff_det, hdet, mul_eq_zero, sub_eq_zero, sub_eq_zero]
  constructor
  · rintro ⟨hx, E₀, ⟨h0, hmin⟩, h1⟩
    have hle := hmin _ ((eig _).2 (Or.inl rfl))
    rw [eig] at h0 h1
    rcases h0 with h0 | h0 <;> rcases h1 with h1 | h1 <;> linarith
  · rintro rfl
    refine ⟨hpos, (D - x) / 2, ⟨(eig _).2 (Or.inl rfl), fun E hE => ?_⟩,
      (eig _).2 (Or.inr (by ring))⟩
    rcases (eig E).1 hE with h | h <;> linarith
```

## The truncated spectrum

Reading off the elements of K between the three retained states gives the rows (0, b, b), (b, D, 0) and (b, 0, D).

```lean
/-- The truncated CI matrix of the dimer, written out. -/
theorem truncatedDimer_eq (b D : ℝ) :
    truncatedDimer b D = !![0, b, b; b, D, 0; b, 0, D] := by
  ext i j
  fin_cases i <;> fin_cases j <;> simp [truncatedDimer, kronSum, monomer]
```

Expanding the determinant gives

det(H − E) = −E(D − E)² − 2b²(D − E) = (D − E)(E² − DE − 2b²).

With s² = D² + 8b², the levels are (D − s)/2, D and (D + s)/2. Since b ≠ 0, we have −s < D < s, so they are listed in increasing order. Subtracting the lowest leaves (D + s)/2 and s. The proof has the same shape as for the monomer, with three levels to compare.

```lean
/-- For `b ≠ 0` the excitation energies of truncated CI are exactly `(D + s)/2` and `s`, with
`s = √(D² + 8b²)`. -/
theorem truncatedDimer_excitation {b : ℝ} (hb : b ≠ 0) (D x : ℝ) :
    IsExcitationEnergy (truncatedDimer b D) x ↔
      x = (D + √(D ^ 2 + 8 * b ^ 2)) / 2 ∨ x = √(D ^ 2 + 8 * b ^ 2) := by
  have hb2 : 0 < b ^ 2 := by positivity
  have hpos : 0 < √(D ^ 2 + 8 * b ^ 2) := Real.sqrt_pos.2 (by positivity)
  have hsq : √(D ^ 2 + 8 * b ^ 2) ^ 2 = D ^ 2 + 8 * b ^ 2 := Real.sq_sqrt (by positivity)
  generalize √(D ^ 2 + 8 * b ^ 2) = s at hpos hsq ⊢
  obtain ⟨hD1, hD2⟩ : -s < D ∧ D < s := abs_lt_of_sq_lt_sq' (by linarith) hpos.le
  have eig : ∀ E, IsEigenvalue (truncatedDimer b D) E ↔
      E = (D - s) / 2 ∨ E = D ∨ E = (D + s) / 2 := by
    intro E
    have hdet : (truncatedDimer b D - E • (1 : Matrix (Fin 3) (Fin 3) ℝ)).det
        = -((E - (D - s) / 2) * ((E - D) * (E - (D + s) / 2))) := by
      rw [truncatedDimer_eq, Matrix.det_fin_three]
      simp
      linear_combination (D - E) / 4 * hsq
    rw [isEigenvalue_iff_det, hdet, neg_eq_zero, mul_eq_zero, mul_eq_zero, sub_eq_zero,
      sub_eq_zero, sub_eq_zero]
  constructor
  · rintro ⟨hx, E₀, ⟨h0, hmin⟩, h1⟩
    have hle := hmin _ ((eig _).2 (Or.inl rfl))
    rw [eig] at h0 h1
    have hE : E₀ = (D - s) / 2 := by rcases h0 with h | h | h <;> linarith
    rcases h1 with h | h | h
    · linarith
    · left; linarith
    · right; linarith
  · intro h
    have hg : IsGroundEnergy (truncatedDimer b D) ((D - s) / 2) := by
      refine ⟨(eig _).2 (Or.inl rfl), fun E hE => ?_⟩
      rcases (eig E).1 hE with h | h | h <;> linarith
    rcases h with h | h
    · exact ⟨by linarith, _, hg, (eig _).2 (Or.inr (Or.inl (by linarith)))⟩
    · exact ⟨by linarith, _, hg, (eig _).2 (Or.inr (Or.inr (by linarith)))⟩
```

## The monomer value falls in between

The bound w < s follows from 4b² < 8b². For the other bound, note that

(D² + 4b²)² − (D s)² = 16b⁴ > 0,

so D s < D² + 4b². Therefore

((D + s)/2)² = (D² + D s + 4b²)/2 < D² + 4b² = w²,

and (D + s)/2 < w. The code proves the inequality for D s first, as `hDs`.

```lean
/-- For `b ≠ 0` the monomer excitation energy lies strictly between the two excitation energies
of truncated CI for the dimer. -/
theorem excitation_bracket {b : ℝ} (hb : b ≠ 0) (D : ℝ) :
    (D + √(D ^ 2 + 8 * b ^ 2)) / 2 < √(D ^ 2 + 4 * b ^ 2) ∧
      √(D ^ 2 + 4 * b ^ 2) < √(D ^ 2 + 8 * b ^ 2) := by
  have hb2 : 0 < b ^ 2 := by positivity
  have hsq : √(D ^ 2 + 8 * b ^ 2) ^ 2 = D ^ 2 + 8 * b ^ 2 := Real.sq_sqrt (by positivity)
  refine ⟨Real.lt_sqrt_of_sq_lt ?_, Real.sqrt_lt_sqrt (by positivity) (by linarith)⟩
  generalize √(D ^ 2 + 8 * b ^ 2) = s at hsq ⊢
  -- it suffices that `D s < D² + 4b²`, which follows by squaring
  have hDs : D * s < D ^ 2 + 4 * b ^ 2 := by
    refine (abs_lt_of_sq_lt_sq' ?_ (by positivity)).2
    have h4 : 0 < (b ^ 2) ^ 2 := by positivity
    have : (D * s) ^ 2 = D ^ 2 * (D ^ 2 + 8 * b ^ 2) := by rw [mul_pow, hsq]
    rw [this]
    linarith [show (D ^ 2 + 4 * b ^ 2) ^ 2
      = D ^ 2 * (D ^ 2 + 8 * b ^ 2) + 16 * (b ^ 2) ^ 2 by ring]
  linarith [show ((D + s) / 2) ^ 2 = (D ^ 2 + 2 * (D * s) + s ^ 2) / 4 by ring]
```

The monomer matrix is symmetric, so the result for independent fragments applies with the second monomer as spectator, and w is an excitation energy of the full dimer. The strict inequalities exclude both values of truncated CI. The condition b ≠ 0 matters: for b = 0 and D ≠ 0, the truncated matrix has the levels 0 and D and keeps the monomer value |D|.

```lean
/-- Omitting the doubly excited state of this dimer breaks size-intensivity: for `b ≠ 0` the monomer
excitation energy is an excitation energy of the exact non-interacting dimer, but not of its
truncated CI matrix. -/
theorem truncatedCI_not_sizeIntensive {b : ℝ} (hb : b ≠ 0) (D : ℝ) {w : ℝ}
    (hw : IsExcitationEnergy (monomer b D) w) :
    IsExcitationEnergy (kronSum (monomer b D) (monomer b D)) w ∧
      ¬ IsExcitationEnergy (truncatedDimer b D) w := by
  have hM : (monomer b D).IsHermitian :=
    Matrix.IsHermitian.ext fun i j => by fin_cases i <;> fin_cases j <;> simp [monomer]
  constructor
  · obtain ⟨_, E₀, h0, _⟩ := id hw
    exact excitation_kronSum hM h0 hw
  · rw [truncatedDimer_excitation hb, (monomer_excitation hb D w).1 hw]
    obtain ⟨h1, h2⟩ := excitation_bracket hb D
    rintro (h | h)
    · exact h1.ne' h
    · exact h2.ne h

end SizeIntensivity
```

## The case D = b = 1

The monomer levels are (1 ± √5)/2, so w = √5 ≈ 2.236. The full dimer has the levels 1 − √5, 1 (twice) and 1 + √5, hence the excitation energies √5 and 2√5. For truncated CI, s = 3; the levels are −1, 1 and 2, and the excitation energies are 2 and 3. The monomer value lies between them and equals neither.

```lean
#print axioms SizeIntensivity.truncatedCI_not_sizeIntensive
```

```
'SizeIntensivity.truncatedCI_not_sizeIntensive' depends on axioms: [propext, Classical.choice, Quot.sound]
```
